# An M-point uniform grid gives the exact norm of every one-dimensional periodic orbital with |k| ≤ N if and only if M > 2N

## Summing a density on a grid

In a plane-wave calculation, the charge of an orbital can be found by transforming the orbital to a real-space grid, squaring its modulus at each point and averaging. The average should agree with the norm computed from the plane-wave coefficients. Whether it does so for every orbital depends on how many grid points there are for the given cutoff.

Take an integer $N \ge 0$, one period of length $2\pi$ and an orbital with integer wave numbers from $-N$ to $N$,
$$u(t)=\sum_{|k|\le N} c_k e^{ikt}, \qquad \frac1{2\pi}\int_0^{2\pi}|u(t)|^2\,dt=\sum_{|k|\le N}|c_k|^2 .$$
This mean density is called the norm here, with no square root taken. The grid has $M\ge 1$ points $t_j=s+2\pi j/M$, $j=0,\dots,M-1$, with a fixed offset $s$. The claim is that
$$\frac1M\sum_{j=0}^{M-1}|u(t_j)|^2=\sum_{|k|\le N}|c_k|^2\quad\text{for all } c$$
holds if and only if $M>2N$. On a coarser grid some orbitals may still come out right, but not all of them.

The condition concerns only the mean of the density. The density $|u|^2$ itself has wave numbers up to $2N$, and obtaining all its Fourier coefficients without aliasing, for every orbital, takes the finer grid $M>4N$. The theorem below is about the mean, for a single orbital in one dimension.

## Only multiples of M survive the grid sum

For an integer $m$, put $\omega=e^{2\pi i m/M}$. Then $e^{imt_j}=e^{ims}\omega^j$, and $\omega^M=1$. Also, $\omega=1$ exactly when $m/M$ is an integer. From
$$(\omega-1)\sum_{j=0}^{M-1}\omega^j=\omega^M-1=0$$
it follows that
$$\sum_{j=0}^{M-1}e^{imt_j}=\begin{cases}M e^{ims}, & M\mid m,\\ 0, & M\nmid m.\end{cases}$$

Let $S$ be any finite set of wave numbers, and let $u$ and $v$ have coefficients $c_k$ and $d_k$ on $S$. Then
$$\sum_j \overline{u(t_j)}\,v(t_j)=\sum_{k,l\in S}\overline{c_k}\,d_l\sum_j e^{i(l-k)t_j}.$$
Call $S$ alias-free if no two distinct members differ by a multiple of $M$. In that case only the terms with $k=l$ remain, and the result is $M\sum_{k\in S}\overline{c_k}d_k$. Setting $v=u$ gives the norm.

## Two aliased waves spoil the norm

Suppose $k\ne l$ lie in $S$ and $M\mid l-k$. Choose $c_k=e^{-iks}$, $c_l=e^{-ils}$ and all other coefficients zero. At the grid points the two terms are $e^{2\pi i kj/M}$ and $e^{2\pi i lj/M}$, which are equal. Hence $|u(t_j)|^2=4$ at every point, while the squared coefficients sum to $2$. For the normalised orbital $u/\sqrt2$, the grid reports a norm of $2$ instead of $1$.

It remains to see when the band $|k|\le N$ is alias-free. If $M>2N$, two members differ by at most $2N<M$, so the only possible multiple of $M$ is zero. If $M\le 2N$, then $N-M\ge -N$, so $N-M$ and $N$ both lie in the band, and they differ by $M$.

## Two points against three for N = 1

Take $u(t)=(e^{it}+e^{-it})/\sqrt2=\sqrt2\cos t$, which has norm $1$, and $s=0$. With $M=2$ the points are $0$ and $\pi$, the densities are $2$ and $2$, and the average is $2$. With $M=3$ the densities are $2$, $\tfrac12$ and $\tfrac12$, and the average is $1$.

## Matrix elements of a local potential

Let $V(t)=\sum_{|q|\le Q}V_q e^{iqt}$. The product $\bar u V v$, with $u$ and $v$ in the band $|k|\le N$, contains wave numbers up to $2N+Q$. By the same geometric sum, its grid average equals its mean over the period whenever $M>2N+Q$. This extension is argued here in prose and has no theorem in the code below.

## The statement in Lean

`wave k t` is $e^{ikt}$, `gridPoint M s j` is $t_j$, and `AliasFree M S` is the condition on $S$ above. `orbital S c` is the plane-wave sum; despite its name, it need not be normalised. The coefficients are a function `c : ℤ → ℂ`, of which only the values on `S` enter.

The final theorem, `grid_norm_exact_iff`, takes the band as `Finset.Icc (-(N : ℤ)) N` and holds for each real offset `s`. It multiplies the average by $M$, so it compares a sum with $M\sum|c_k|^2$. The hypothesis `hM : 0 < M` is needed for the equivalence: at $M=0$ both sides of the sum identity vanish, but $2N<0$ is false. The integral over the period does not appear in the code; orthogonality of the plane waves links it to $\sum|c_k|^2$.

```lean
import Mathlib

open ComplexConjugate

namespace DensityGrid

noncomputable section

/-- The plane wave `exp(i k t)` with integer wave number `k`. -/
def wave (k : ℤ) (t : ℝ) : ℂ := Complex.exp (((k * t : ℝ) : ℂ) * Complex.I)

/-- The orbital `u(t) = ∑ c_k exp(i k t)`, with wave numbers `k` in the finite set `S`. -/
def orbital (S : Finset ℤ) (c : ℤ → ℂ) (t : ℝ) : ℂ := ∑ k ∈ S, c k * wave k t

/-- The point `s + 2πj/M` of the uniform grid with `M ≥ 1` points per period and offset `s`. -/
def gridPoint (M : ℕ) (s : ℝ) (j : ℕ) : ℝ := s + 2 * Real.pi * j / M

/-- No two distinct wave numbers in `S` differ by a multiple of `M`. -/
def AliasFree (M : ℕ) (S : Finset ℤ) : Prop :=
  ∀ k ∈ S, ∀ l ∈ S, (M : ℤ) ∣ l - k → k = l

/-- For `M ≥ 1`, a plane wave returns to phase one after a single grid step exactly when
`M` divides its wave number. -/
theorem wave_step_eq_one_iff {M : ℕ} (hM : 0 < M) (m : ℤ) :
    wave m (2 * Real.pi / M) = 1 ↔ (M : ℤ) ∣ m := by
  have hR : (M : ℝ) ≠ 0 := by exact_mod_cast hM.ne'
  have hC : (M : ℂ) ≠ 0 := by exact_mod_cast hM.ne'
  unfold wave
  rw [Complex.exp_eq_one_iff]
  constructor
  · rintro ⟨n, hn⟩
    refine ⟨n, ?_⟩
    have h : ((m * (2 * Real.pi / M) : ℝ) : ℂ) = ((n * (2 * Real.pi) : ℝ) : ℂ) :=
      mul_right_cancel₀ Complex.I_ne_zero (by rw [hn]; push_cast; ring)
    have h' : (m : ℝ) * (2 * Real.pi / M) = n * (2 * Real.pi) := Complex.ofReal_injective h
    have hpi : 2 * Real.pi ≠ 0 := by positivity
    have key : (m : ℝ) = M * n := by
      apply mul_right_cancel₀ hpi
      calc (m : ℝ) * (2 * Real.pi) = (m * (2 * Real.pi / M)) * M := by field_simp
        _ = M * n * (2 * Real.pi) := by rw [h']; ring
    exact_mod_cast key
  · rintro ⟨q, rfl⟩
    refine ⟨q, ?_⟩
    push_cast
    field_simp

/-- For `M ≥ 1`, the grid sum of a plane wave vanishes unless `M` divides its wave number `m`,
in which case it is `M exp(i m s)`, where `s` is the grid offset. -/
theorem sum_wave_grid {M : ℕ} (hM : 0 < M) (s : ℝ) (m : ℤ) :
    ∑ j ∈ Finset.range M, wave m (gridPoint M s j) =
      if (M : ℤ) ∣ m then M * wave m s else 0 := by
  have hC : (M : ℂ) ≠ 0 := by exact_mod_cast hM.ne'
  -- on the grid the wave is a geometric sequence
  have hgeo : ∀ j : ℕ, wave m (gridPoint M s j) = wave m s * wave m (2 * Real.pi / M) ^ j := by
    intro j
    unfold wave gridPoint
    rw [← Complex.exp_nat_mul, ← Complex.exp_add]
    congr 1
    push_cast
    ring
  have hpow : wave m (2 * Real.pi / M) ^ M = 1 := by
    unfold wave
    rw [← Complex.exp_nat_mul, Complex.exp_eq_one_iff]
    exact ⟨m, by push_cast; field_simp⟩
  simp only [hgeo]
  rw [← Finset.mul_sum]
  split_ifs with h
  · rw [(wave_step_eq_one_iff hM m).mpr h]
    simp only [one_pow, Finset.sum_const, Finset.card_range, nsmul_eq_mul, mul_one]
    ring
  · have hne : wave m (2 * Real.pi / M) ≠ 1 := fun h1 => h ((wave_step_eq_one_iff hM m).mp h1)
    have hg := geom_sum_mul (wave m (2 * Real.pi / M)) M
    rw [hpow, sub_self] at hg
    rw [(mul_eq_zero.mp hg).resolve_right (sub_ne_zero.mpr hne), mul_zero]

/-- On a grid of `M ≥ 1` points, the grid sum for the overlap of two orbitals with an alias-free
set of wave numbers is `M` times the overlap of their coefficients. -/
theorem grid_overlap {M : ℕ} (hM : 0 < M) (s : ℝ) {S : Finset ℤ} (hS : AliasFree M S)
    (c d : ℤ → ℂ) :
    ∑ j ∈ Finset.range M,
        conj (orbital S c (gridPoint M s j)) * orbital S d (gridPoint M s j) =
      M * ∑ k ∈ S, conj (c k) * d k := by
  have hw : ∀ (k l : ℤ) (t : ℝ), conj (wave k t) * wave l t = wave (l - k) t := by
    intro k l t
    unfold wave
    rw [← Complex.exp_conj, ← Complex.exp_add]
    congr 1
    simp only [map_mul, Complex.conj_ofReal, Complex.conj_I]
    push_cast
    ring
  calc _ = ∑ j ∈ Finset.range M, ∑ k ∈ S, ∑ l ∈ S,
          conj (c k) * d l * wave (l - k) (gridPoint M s j) := by
        refine Finset.sum_congr rfl fun j _ => ?_
        unfold orbital
        rw [map_sum, Finset.sum_mul_sum]
        refine Finset.sum_congr rfl fun k _ => Finset.sum_congr rfl fun l _ => ?_
        rw [map_mul, ← hw]
        ring
    _ = ∑ k ∈ S, ∑ l ∈ S, conj (c k) * d l *
          ∑ j ∈ Finset.range M, wave (l - k) (gridPoint M s j) := by
        rw [Finset.sum_comm]
        refine Finset.sum_congr rfl fun k _ => ?_
        rw [Finset.sum_comm]
        refine Finset.sum_congr rfl fun l _ => ?_
        rw [Finset.mul_sum]
    _ = ∑ k ∈ S, M * (conj (c k) * d k) := by
        -- only the diagonal survives the grid sum
        refine Finset.sum_congr rfl fun k hk => ?_
        rw [Finset.sum_eq_single_of_mem k hk]
        · have h0 : wave (k - k) s = 1 := by simp [wave]
          rw [sum_wave_grid hM, if_pos (by simp), h0]
          ring
        · intro l hl hlk
          rw [sum_wave_grid hM, if_neg (fun h => hlk (hS k hk l hl h).symm), mul_zero]
    _ = _ := by rw [Finset.mul_sum]

/-- If `M` divides `l - k`, the waves `exp(i k (t - s))` and `exp(i l (t - s))` interfere
constructively at every point of the `M`-point grid (`M ≥ 1`) with offset `s`: the density of
their sum is `4` there. -/
theorem aliased_pair_density {M : ℕ} (hM : 0 < M) (s : ℝ) {k l : ℤ} (h : (M : ℤ) ∣ l - k)
    (j : ℕ) :
    ‖wave k (-s) * wave k (gridPoint M s j) + wave l (-s) * wave l (gridPoint M s j)‖ ^ 2
      = 4 := by
  have hp : ∀ m : ℤ, wave m (-s) * wave m (gridPoint M s j) = wave m (2 * Real.pi / M) ^ j := by
    intro m
    unfold wave gridPoint
    rw [← Complex.exp_nat_mul, ← Complex.exp_add]
    congr 1
    push_cast
    ring
  have hl : wave l (2 * Real.pi / M) =
      wave k (2 * Real.pi / M) * wave (l - k) (2 * Real.pi / M) := by
    unfold wave
    rw [← Complex.exp_add]
    congr 1
    push_cast
    ring
  have hn : ‖wave k (2 * Real.pi / M)‖ = 1 := Complex.norm_exp_ofReal_mul_I _
  rw [hp, hp, hl, (wave_step_eq_one_iff hM _).mpr h, mul_one, ← two_mul, norm_mul, norm_pow,
    hn, one_pow]
  norm_num

/-- On a grid of `M ≥ 1` points with any offset, the density sum is `M` times `∑ |c_k|²` for all
orbitals with wave numbers in `S` if and only if `S` is alias-free. -/
theorem grid_norm_exact_iff_aliasFree {M : ℕ} (hM : 0 < M) (s : ℝ) (S : Finset ℤ) :
    (∀ c : ℤ → ℂ, ∑ j ∈ Finset.range M, ‖orbital S c (gridPoint M s j)‖ ^ 2 =
      M * ∑ k ∈ S, ‖c k‖ ^ 2) ↔ AliasFree M S := by
  constructor
  · intro h k hk l hl hd
    by_contra hkl
    have hT : S ∩ {k, l} = {k, l} := Finset.inter_eq_right.mpr (by
      intro n hn
      simp only [Finset.mem_insert, Finset.mem_singleton] at hn
      rcases hn with rfl | rfl <;> assumption)
    -- test orbital: the two aliased waves, in phase on the grid
    let c : ℤ → ℂ := fun n => if n ∈ ({k, l} : Finset ℤ) then wave n (-s) else 0
    have hu : ∀ x, orbital S c x = wave k (-s) * wave k x + wave l (-s) * wave l x := by
      intro x
      unfold orbital
      simp only [c, ite_mul, zero_mul]
      rw [Finset.sum_ite_mem, hT, Finset.sum_pair hkl]
    have hc : ∀ n, ‖c n‖ ^ 2 = if n ∈ ({k, l} : Finset ℤ) then (1 : ℝ) else 0 := by
      intro n
      have hn : ‖wave n (-s)‖ = 1 := Complex.norm_exp_ofReal_mul_I _
      simp only [c]
      split_ifs
      · rw [hn, one_pow]
      · simp
    have h2 := h c
    simp only [hu, hc, aliased_pair_density hM s hd] at h2
    rw [Finset.sum_ite_mem, hT, Finset.sum_pair hkl, Finset.sum_const, Finset.card_range,
      nsmul_eq_mul] at h2
    have hpos : (0 : ℝ) < M := by exact_mod_cast hM
    linarith
  · intro hS c
    have h := grid_overlap hM s hS c c
    simp only [Complex.conj_mul'] at h
    exact_mod_cast h

/-- For `M ≥ 1` and any grid offset, the average of `|u|²` over the `M`-point uniform grid equals
`∑ |c_k|²` for every `u(t) = ∑_{|k| ≤ N} c_k exp(i k t)` if and only if `M > 2N`; the average is
written as a sum equal to `M` times the norm. -/
theorem grid_norm_exact_iff {M : ℕ} (hM : 0 < M) (N : ℕ) (s : ℝ) :
    (∀ c : ℤ → ℂ,
      ∑ j ∈ Finset.range M, ‖orbital (Finset.Icc (-(N : ℤ)) N) c (gridPoint M s j)‖ ^ 2 =
        M * ∑ k ∈ Finset.Icc (-(N : ℤ)) N, ‖c k‖ ^ 2) ↔ 2 * N < M := by
  rw [grid_norm_exact_iff_aliasFree hM]
  constructor
  · intro h
    by_contra hlt
    -- the wave numbers N - M and N both lie in the band and are aliased
    have := h ((N : ℤ) - M) (Finset.mem_Icc.mpr ⟨by omega, by omega⟩) N
      (Finset.mem_Icc.mpr ⟨by omega, by omega⟩) ⟨1, by ring⟩
    omega
  · intro hlt k hk l hl hd
    rw [Finset.mem_Icc] at hk hl
    rcases lt_trichotomy k l with h | h | h
    · have := Int.le_of_dvd (by omega) hd
      omega
    · exact h
    · have := Int.le_of_dvd (by omega) (dvd_sub_comm.mp hd)
      omega

end

end DensityGrid
```

```lean
#print axioms DensityGrid.grid_norm_exact_iff
-- 'DensityGrid.grid_norm_exact_iff' depends on axioms: [propext, Classical.choice, Quot.sound]
```

## From geometric sums to integer inequalities

`wave_step_eq_one_iff` is the criterion for $\omega=1$. `Complex.exp_eq_one_iff` turns it into an equation between multiples of $2\pi i$, from which the common factors are cancelled.

`sum_wave_grid` evaluates the grid sum. Its steps `hgeo` and `hpow` are $e^{imt_j}=e^{ims}\omega^j$ and $\omega^M=1$, and `geom_sum_mul` supplies the product with $\omega-1$.

In `grid_overlap`, `hw` combines $\overline{e^{ikt}}e^{ilt}$ into $e^{i(l-k)t}$. The `calc` chain expands the product, moves the grid sum inside with `Finset.sum_comm`, and keeps the diagonal term with `Finset.sum_eq_single_of_mem`.

`aliased_pair_density` computes the density $4$. In `grid_norm_exact_iff_aliasFree`, the two-wave orbital then reduces the assumed identity to $4M=2M$, which `linarith` refutes using $M>0$. The other direction is `grid_overlap` with equal orbitals.

For the band, `grid_norm_exact_iff` uses the pair $N-M$, $N$ in one direction. In the other it separates $k<l$, $k=l$ and $k>l$; in the unequal cases `Int.le_of_dvd` bounds $M$ by the positive difference, and `omega` finds the contradiction with $2N<M$.
